# Hydrogen ground-state mean of a polynomial in the radius of degree at most seven with no linear term

In the hydrogen ground state, with lengths in Bohr radii, the normalised radial density is 4r²e^(−2r), and the mean of a function h(r) is its integral against this density over r > 0. The lemma takes h(r) = a + br² + cr³ + dr⁴ + er⁵ + fr⁶ + gr⁷ with real coefficients and states that its mean is a + 3b + 15c/2 + 45d/2 + 315e/4 + 315f + 2835g/2. The proof computes the integrals of rⁿe^(−2r) as n!/2^(n+1) from the Gamma function, and gets integrability from the fact that these values are not zero. It then adds the seven terms up in `t` and tries to carry the result over to `radialMean h`.

The failing Lean file:

```lean
import Mathlib

open Polynomial MeasureTheory

namespace RadialMeanSeptic

noncomputable section

/-- The radial mean `⟨h⟩` in the hydrogen ground state. -/
def radialMean (h : ℝ → ℝ) : ℝ :=
  4 * ∫ r in Set.Ioi (0 : ℝ), r ^ 2 * h r * Real.exp (-2 * r)

/-- The radial mean of a polynomial of degree at most seven without linear term. -/
theorem radialMean_septic (h : ℝ → ℝ) (a b c d e f g : ℝ)
    (hh : ∀ r, h r = a + b * r ^ 2 + c * r ^ 3 + d * r ^ 4 + e * r ^ 5 + f * r ^ 6 + g * r ^ 7) :
    radialMean h = a + 3 * b + 15 / 2 * c + 45 / 2 * d + 315 / 4 * e + 315 * f
      + 2835 / 2 * g := by
  let μ := volume.restrict (Set.Ioi (0 : ℝ))
  -- the moments are Gamma integrals
  have I (n : ℕ) : ∫ r, r ^ n * Real.exp (-2 * r) ∂μ = n.factorial / 2 ^ (n + 1) := by
    have k := Real.integral_rpow_mul_exp_neg_mul_Ioi (a := (n : ℝ) + 1) (r := 2)
      (by positivity) (by norm_num)
    have p : (1 / 2 : ℝ) ^ ((n : ℝ) + 1) = 1 / 2 ^ (n + 1) := by
      rw [← Nat.cast_succ, Real.rpow_natCast, one_div_pow]
    rw [Real.Gamma_nat_eq_factorial, p] at k
    simp only [add_sub_cancel_right, Real.rpow_natCast] at k
    simp only [neg_mul]
    exact k.trans (by ring)
  have T (n : ℕ) (t : ℝ) : Integrable (fun r => t * (r ^ n * Real.exp (-2 * r))) μ ∧
      ∫ r, t * (r ^ n * Real.exp (-2 * r)) ∂μ = t * (n.factorial / 2 ^ (n + 1)) := by
    refine ⟨Integrable.const_mul ?_ t, by rw [integral_const_mul, I]⟩
    by_contra hn
    have z := integral_undef hn
    rw [I] at z
    have hp : (n.factorial : ℝ) / 2 ^ (n + 1) ≠ 0 := by positivity
    exact hp z
  have A {p q : ℝ → ℝ} {v w : ℝ} (hp : Integrable p μ ∧ ∫ r, p r ∂μ = v)
      (hq : Integrable q μ ∧ ∫ r, q r ∂μ = w) :
      Integrable (fun r => p r + q r) μ ∧ ∫ r, (p r + q r) ∂μ = v + w :=
    ⟨hp.1.add hq.1, by rw [integral_add hp.1 hq.1, hp.2, hq.2]⟩
  have t := (A (A (A (A (A (A (T 2 a) (T 4 b)) (T 5 c)) (T 6 d)) (T 7 e)) (T 8 f)) (T 9 g)).2
  have s : radialMean h = 4 * _ := by
    refine congrArg (fun y : ℝ => 4 * y) (Eq.trans ?_ t)
    congr 1
    funext r
    rw [hh]
    ring
  rw [s]
  norm_num [Nat.factorial]
  ring

end

end RadialMeanSeptic
```

Messages:

```
Main.lean:42:30: error: don't know how to synthesize placeholder
context:
h : ℝ → ℝ
a b c d e f g : ℝ
hh : ∀ (r : ℝ), h r = a + b * r ^ 2 + c * r ^ 3 + d * r ^ 4 + e * r ^ 5 + f * r ^ 6 + g * r ^ 7
μ : Measure ℝ := ⋯
I : ∀ (n : ℕ), ∫ (r : ℝ), r ^ n * Real.exp (-2 * r) ∂μ = ↑n.factorial / 2 ^ (n + 1)
T :
  ∀ (n : ℕ) (t : ℝ),
    Integrable (fun r => t * (r ^ n * Real.exp (-2 * r))) μ ∧
      ∫ (r : ℝ), t * (r ^ n * Real.exp (-2 * r)) ∂μ = t * (↑n.factorial / 2 ^ (n + 1))
A :
  ∀ {p q : ℝ → ℝ} {v w : ℝ},
    Integrable p μ ∧ ∫ (r : ℝ), p r ∂μ = v →
      Integrable q μ ∧ ∫ (r : ℝ), q r ∂μ = w → Integrable (fun r => p r + q r) μ ∧ ∫ (r : ℝ), p r + q r ∂μ = v + w
t :
  ∫ (r : ℝ),
      a * (r ^ 2 * Real.exp (-2 * r)) + b * (r ^ 4 * Real.exp (-2 * r)) + c * (r ^ 5 * Real.exp (-2 * r)) +
              d * (r ^ 6 * Real.exp (-2 * r)) +
            e * (r ^ 7 * Real.exp (-2 * r)) +
          f * (r ^ 8 * Real.exp (-2 * r)) +
        g * (r ^ 9 * Real.exp (-2 * r)) ∂μ =
    a * (↑(Nat.factorial 2) / 2 ^ (2 + 1)) + b * (↑(Nat.factorial 4) / 2 ^ (4 + 1)) +
              c * (↑(Nat.factorial 5) / 2 ^ (5 + 1)) +
            d * (↑(Nat.factorial 6) / 2 ^ (6 + 1)) +
          e * (↑(Nat.factorial 7) / 2 ^ (7 + 1)) +
        f * (↑(Nat.factorial 8) / 2 ^ (8 + 1)) +
      g * (↑(Nat.factorial 9) / 2 ^ (9 + 1))
⊢ ℝ
Main.lean:17:24: error: unsolved goals
h : ℝ → ℝ
a b c d e f g : ℝ
hh : ∀ (r : ℝ), h r = a + b * r ^ 2 + c * r ^ 3 + d * r ^ 4 + e * r ^ 5 + f * r ^ 6 + g * r ^ 7
μ : Measure ℝ := volume.restrict (Set.Ioi 0)
I : ∀ (n : ℕ), ∫ (r : ℝ), r ^ n * Real.exp (-2 * r) ∂μ = ↑n.factorial / 2 ^ (n + 1)
T :
  ∀ (n : ℕ) (t : ℝ),
    Integrable (fun r => t * (r ^ n * Real.exp (-2 * r))) μ ∧
      ∫ (r : ℝ), t * (r ^ n * Real.exp (-2 * r)) ∂μ = t * (↑n.factorial / 2 ^ (n + 1))
A :
  ∀ {p q : ℝ → ℝ} {v w : ℝ},
    Integrable p μ ∧ ∫ (r : ℝ), p r ∂μ = v →
      Integrable q μ ∧ ∫ (r : ℝ), q r ∂μ = w → Integrable (fun r => p r + q r) μ ∧ ∫ (r : ℝ), p r + q r ∂μ = v + w
t :
  ∫ (r : ℝ),
      a * (r ^ 2 * Real.exp (-2 * r)) + b * (r ^ 4 * Real.exp (-2 * r)) + c * (r ^ 5 * Real.exp (-2 * r)) +
              d * (r ^ 6 * Real.exp (-2 * r)) +
            e * (r ^ 7 * Real.exp (-2 * r)) +
          f * (r ^ 8 * Real.exp (-2 * r)) +
        g * (r ^ 9 * Real.exp (-2 * r)) ∂μ =
    a * (↑(Nat.factorial 2) / 2 ^ (2 + 1)) + b * (↑(Nat.factorial 4) / 2 ^ (4 + 1)) +
              c * (↑(Nat.factorial 5) / 2 ^ (5 + 1)) +
            d * (↑(Nat.factorial 6) / 2 ^ (6 + 1)) +
          e * (↑(Nat.factorial 7) / 2 ^ (7 + 1)) +
        f * (↑(Nat.factorial 8) / 2 ^ (8 + 1)) +
      g * (↑(Nat.factorial 9) / 2 ^ (9 + 1))
⊢ radialMean h = a + 3 * b + 15 / 2 * c + 45 / 2 * d + 315 / 4 * e + 315 * f + 2835 / 2 * g
```

Cause. The first message points at the `_` in `have s : radialMean h = 4 * _`, a real number that Lean could not determine. The proof of `s` is one whole `by` block, and Lean needs the statement settled before it runs such a block. The value could be read off from `t`, but `t` is used only inside the block, too late to fill the gap. The second message is a consequence: the proof stopped at `s`, so the main goal stayed open.

In the repair, `s` is proved by the term `Eq.trans (by …) t`. Here `t` stands outside the tactic block, so its right-hand side fills the `_`, and its left-hand side tells the inner block which integral to reach. The steps in that block are the old ones.

The new `s` speaks of the bare integral, without the factor 4, so `congrArg` is no longer needed. The added `change` line unfolds `radialMean h` in the goal to 4 times that integral, so that `rw [s]` finds it. The `_` in that line is harmless, since it is matched with the right-hand side of the goal.

The change, after which it compiles:

```diff
@@ -40,10 +40,11 @@
     ⟨hp.1.add hq.1, by rw [integral_add hp.1 hq.1, hp.2, hq.2]⟩
   have t := (A (A (A (A (A (A (T 2 a) (T 4 b)) (T 5 c)) (T 6 d)) (T 7 e)) (T 8 f)) (T 9 g)).2
-  have s : radialMean h = 4 * _ := by
-    refine congrArg (fun y : ℝ => 4 * y) (Eq.trans ?_ t)
-    congr 1
-    funext r
-    rw [hh]
-    ring
+  have s : ∫ r, r ^ 2 * h r * Real.exp (-2 * r) ∂μ = _ :=
+    Eq.trans (by
+      congr 1
+      funext r
+      rw [hh]
+      ring) t
+  change 4 * (∫ r, r ^ 2 * h r * Real.exp (-2 * r) ∂μ) = _
   rw [s]
   norm_num [Nat.factorial]
```
